# The linearised mean-field gap equation of a half-filled, perfectly nested Hubbard band gives an ordering temperature with T/U → 1/4 at large U

**Q.** Definitions and conventions first. What are the band, the temperature and the gap equation?

**A.** Units have $k_B=1$, and energies are measured from the chemical potential. A band is a finite list of levels $e_i$ with weights $w_i\ge 0$ and $\sum_i w_i=1$; equal weights give the plain average. The thermal factor is $f(x)=\tanh(x)/x$ with $f(0)=1$, its limiting value. The response is

$$\chi(T)=\frac{1}{4T}\sum_i w_i\, f\!\left(\frac{e_i}{2T}\right),$$

and $T$ is an ordering temperature at repulsion $U$ if $T>0$ and $1=U\chi(T)$.

```lean
import Mathlib

open Filter Topology

namespace HubbardMeanFieldTemperature

noncomputable section

/-- The thermal factor `tanh x / x`, with the value `1` at `x = 0`. -/
def thermalFactor (x : ℝ) : ℝ := if x = 0 then 1 else Real.tanh x / x

/-- A finite band: one-particle energies with non-negative weights that sum to one. -/
structure Band (ι : Type*) [Fintype ι] where
  energy : ι → ℝ
  weight : ι → ℝ
  weight_nonneg : ∀ i, 0 ≤ weight i
  weight_sum : ∑ i, weight i = 1

variable {ι : Type*} [Fintype ι]

/-- The band average of the thermal factor at `e / 2T`, divided by `4T`, for temperatures
`T > 0`. -/
def Band.response (B : Band ι) (T : ℝ) : ℝ :=
  (∑ i, B.weight i * thermalFactor (B.energy i / (2 * T))) / (4 * T)

/-- `T` is a positive temperature that solves the linearised mean-field gap equation at
repulsion `U`. -/
def Band.IsOrderingTemperature (B : Band ι) (U T : ℝ) : Prop :=
  0 < T ∧ 1 = U * B.response T
```

**Q.** Where does that equation come from? I see no Hamiltonian.

**A.** There is none; the equation is taken as the definition. It stands for staggered magnetic order in the half-filled Hubbard model with perfect nesting. The mean-field gap equation there is $1=U\sum_i w_i\tanh(E_i/2T)/(2E_i)$, with $E_i=\sqrt{e_i^2+\Delta^2}$ and $\Delta$ the amplitude of the staggered mean field. Letting $\Delta\to0$ turns the factor multiplying $w_i$ into $f(e_i/2T)/(4T)$, which is $\tanh(e_i/2T)/(2e_i)$ when $e_i\ne0$. `IsOrderingTemperature` encodes this linearised condition. The decoupling and the nesting are physical input. That order sets in continuously, so that the limit $\Delta\to0$ locates the transition, is not proved here.

**Q.** How do you control $f$ without knowing the band?

**A.** With $1/(1+|x|)\le f(x)\le 1$. Since $f$ is even, take $y>0$. The lower bound says $(1+y)\sinh y\ge y\cosh y$, that is, $\sinh y\ge y e^{-y}$. Multiplying by $2e^{y}$ gives $e^{2y}\ge 1+2y$, which is true. For the upper bound, $y\cosh y-\sinh y$ vanishes at $0$ and has derivative $y\sinh y\ge0$, so $\tanh y\le y$.

The proof below does the same: `key` handles positive arguments, `Real.add_one_le_exp` supplies the exponential inequality, and `monotoneOn_of_deriv_nonneg` the monotonicity. The final case split uses evenness.

```lean
/-- Away from zero the thermal factor is `sinh x / cosh x / x`. -/
theorem thermalFactor_of_ne {x : ℝ} (hx : x ≠ 0) :
    thermalFactor x = Real.sinh x / Real.cosh x / x := by
  rw [thermalFactor, if_neg hx, Real.tanh_eq_sinh_div_cosh]

/-- The thermal factor is an even function. -/
theorem thermalFactor_neg (x : ℝ) : thermalFactor (-x) = thermalFactor x := by
  by_cases hx : x = 0
  · rw [hx, neg_zero]
  · rw [thermalFactor_of_ne hx, thermalFactor_of_ne (neg_ne_zero.2 hx), Real.sinh_neg,
      Real.cosh_neg, neg_div, neg_div_neg_eq]

/-- The thermal factor lies between `1 / (1 + |x|)` and `1`. -/
theorem thermalFactor_bounds (x : ℝ) :
    1 / (1 + |x|) ≤ thermalFactor x ∧ thermalFactor x ≤ 1 := by
  have key : ∀ y : ℝ, 0 < y → 1 / (1 + y) ≤ thermalFactor y ∧ thermalFactor y ≤ 1 := by
    intro y hy
    have hc : 0 < Real.cosh y * y := mul_pos (Real.cosh_pos y) hy
    rw [thermalFactor_of_ne hy.ne', div_div]
    constructor
    · -- the lower bound is `1 + 2y ≤ exp (2y)` in disguise
      have hexp : (2 * y + 1) * Real.exp (-y) ≤ Real.exp y := by
        have h2 : Real.exp y = Real.exp (2 * y) * Real.exp (-y) := by
          rw [← Real.exp_add]
          congr 1
          ring
        rw [h2]
        exact mul_le_mul_of_nonneg_right (Real.add_one_le_exp (2 * y)) (Real.exp_pos _).le
      rw [div_le_div_iff₀ (by positivity) hc, Real.sinh_eq, Real.cosh_eq]
      nlinarith [hexp]
    · -- the upper bound: `y cosh y - sinh y` has derivative `y sinh y ≥ 0`
      have hd : ∀ s : ℝ, HasDerivAt (fun s => s * Real.cosh s - Real.sinh s)
          (s * Real.sinh s) s := fun s =>
        (((hasDerivAt_id' s).fun_mul (Real.hasDerivAt_cosh s)).fun_sub
          (Real.hasDerivAt_sinh s)).congr_deriv (by ring)
      have hm : MonotoneOn (fun s => s * Real.cosh s - Real.sinh s) (Set.Ici 0) := by
        apply monotoneOn_of_deriv_nonneg (convex_Ici 0)
        · exact fun s _ => (hd s).continuousAt.continuousWithinAt
        · exact fun s _ => (hd s).differentiableAt.differentiableWithinAt
        · intro s hs
          rw [interior_Ici] at hs
          have hs' : 0 < s := hs
          rw [(hd s).deriv]
          exact mul_nonneg hs'.le (Real.sinh_pos_iff.2 hs').le
      have h0 := hm (Set.mem_Ici.2 le_rfl) (Set.mem_Ici.2 hy.le) hy.le
      simp only [Real.sinh_zero, zero_mul, sub_zero] at h0
      rw [div_le_one hc]
      linarith
  rcases lt_trichotomy x 0 with h | h | h
  · have hk := key (-x) (by linarith)
    rw [thermalFactor_neg] at hk
    rwa [abs_of_neg h]
  · subst h
    simp [thermalFactor]
  · rw [abs_of_pos h]
    exact key x h
```

**Q.** Heating lowers $1/(4T)$ but raises $f(e/2T)$. Which one wins?

**A.** The prefactor. For $e>0$ the product is $\tanh(e/2T)/(2e)$, and $\tanh$ is strictly increasing, so the product strictly decreases with $T$. For $e=0$ it is $1/(4T)$, and negative $e$ follows by evenness. In Lean, `hform` is the rewriting of the product, and the monotonicity of $\tanh$ comes from expanding $\sinh(a-b)>0$ into $\sinh a\cosh b>\cosh a\sinh b$.

The weights sum to one, so at least one is positive. That level makes the whole sum strictly decreasing, even if other weights vanish.

```lean
/-- The contribution of a single level to the response, before multiplication by its weight,
strictly decreases on heating. -/
theorem level_response_lt (e : ℝ) {S T : ℝ} (hS : 0 < S) (hST : S < T) :
    thermalFactor (e / (2 * T)) / (4 * T) < thermalFactor (e / (2 * S)) / (4 * S) := by
  have hT : 0 < T := hS.trans hST
  have key : ∀ e : ℝ, 0 < e →
      thermalFactor (e / (2 * T)) / (4 * T) < thermalFactor (e / (2 * S)) / (4 * S) := by
    intro e he
    have hform : ∀ R : ℝ, 0 < R → thermalFactor (e / (2 * R)) / (4 * R)
        = Real.sinh (e / (2 * R)) / Real.cosh (e / (2 * R)) / (2 * e) := by
      intro R hR
      have h2 : e / (2 * R) * (4 * R) = 2 * e := by
        field_simp
        ring
      rw [thermalFactor_of_ne (by positivity), div_div _ (e / (2 * R)) (4 * R), h2]
    have hlt : e / (2 * T) < e / (2 * S) :=
      div_lt_div_of_pos_left he (by positivity) (by linarith)
    have hs := Real.sinh_pos_iff.2 (sub_pos.2 hlt)
    rw [Real.sinh_sub] at hs
    rw [hform T hT, hform S hS]
    apply div_lt_div_of_pos_right _ (by positivity)
    rw [div_lt_div_iff₀ (Real.cosh_pos _) (Real.cosh_pos _)]
    linarith
  rcases lt_trichotomy e 0 with h | h | h
  · have hk := key (-e) (by linarith)
    rwa [neg_div, neg_div, thermalFactor_neg, thermalFactor_neg] at hk
  · rw [h, zero_div, zero_div, thermalFactor, if_pos rfl]
    exact div_lt_div_of_pos_left one_pos (by positivity) (by linarith)
  · exact key e h

/-- Some level of the band carries positive weight. -/
theorem Band.exists_weight_pos (B : Band ι) : ∃ i, 0 < B.weight i := by
  by_contra hn
  have h := Finset.sum_nonpos
    (fun i (_ : i ∈ Finset.univ) => not_lt.1 fun hi => hn ⟨i, hi⟩)
  rw [B.weight_sum] at h
  linarith

/-- The response of the band strictly decreases with temperature. -/
theorem Band.response_strictAntiOn (B : Band ι) : StrictAntiOn B.response (Set.Ioi 0) := by
  intro S hS T _ hST
  obtain ⟨i, hi⟩ := B.exists_weight_pos
  simp only [Band.response, Finset.sum_div, mul_div_assoc]
  exact Finset.sum_lt_sum
    (fun j _ => mul_le_mul_of_nonneg_left (level_response_lt _ hS hST).le (B.weight_nonneg j))
    ⟨i, Finset.mem_univ i, mul_lt_mul_of_pos_left (level_response_lt _ hS hST) hi⟩
```

**Q.** And how does the bandwidth enter?

**A.** Through any $W$ with $|e_i|\le W$ for all $i$. Then $f(e_i/2T)\ge 1/(1+W/2T)$, and averaging and dividing by $4T$ gives

$$\frac{1}{4T+2W}\le\chi(T)\le\frac1{4T}.$$

In particular $\chi(T)>0$, so $1=U\chi(T)$ forces $U>0$. Multiplying the bounds by $U$ gives $U\le 4T+2W$ and $4T\le U$, hence

$$\frac U4-\frac W2\le T\le\frac U4 .$$

The two theorems below state these two displays. A single level at $e=0$ allows $W=0$, and then $T=U/4$ exactly.

```lean
/-- If all energies lie in `[-W, W]`, the response at `T > 0` lies between `1 / (4T + 2W)`
and `1 / 4T`. -/
theorem Band.response_bounds (B : Band ι) {W T : ℝ} (hW : ∀ i, |B.energy i| ≤ W)
    (hT : 0 < T) : 1 / (4 * T + 2 * W) ≤ B.response T ∧ B.response T ≤ 1 / (4 * T) := by
  obtain ⟨i₀, _⟩ := B.exists_weight_pos
  have hW0 : 0 ≤ W := (abs_nonneg _).trans (hW i₀)
  have h2T : 0 < 2 * T := by positivity
  have h4T : 0 < 4 * T := by positivity
  constructor
  · have h4 : 4 * T + 2 * W = (1 + W / (2 * T)) * (4 * T) := by
      field_simp
      ring
    have hsum : 1 / (1 + W / (2 * T))
        ≤ ∑ i, B.weight i * thermalFactor (B.energy i / (2 * T)) := by
      calc 1 / (1 + W / (2 * T)) = ∑ i, B.weight i * (1 / (1 + W / (2 * T))) := by
            rw [← Finset.sum_mul, B.weight_sum, one_mul]
        _ ≤ _ := by
            refine Finset.sum_le_sum fun i _ =>
              mul_le_mul_of_nonneg_left (le_trans ?_ (thermalFactor_bounds _).1)
                (B.weight_nonneg i)
            apply one_div_le_one_div_of_le (by positivity)
            rw [abs_div, abs_of_pos h2T]
            linarith [(div_le_div_iff_of_pos_right h2T).2 (hW i)]
    calc 1 / (4 * T + 2 * W) = 1 / (1 + W / (2 * T)) / (4 * T) := by rw [div_div, ← h4]
      _ ≤ B.response T := (div_le_div_iff_of_pos_right h4T).2 hsum
  · refine (div_le_div_iff_of_pos_right h4T).2 ?_
    rw [← B.weight_sum]
    exact Finset.sum_le_sum fun i _ =>
      mul_le_of_le_one_right (B.weight_nonneg i) (thermalFactor_bounds _).2

/-- If all energies lie in `[-W, W]`, every mean-field ordering temperature lies between
`U/4 - W/2` and `U/4`. -/
theorem Band.orderingTemperature_window (B : Band ι) {W U T : ℝ}
    (hW : ∀ i, |B.energy i| ≤ W) (h : B.IsOrderingTemperature U T) :
    U / 4 - W / 2 ≤ T ∧ T ≤ U / 4 := by
  obtain ⟨hT, hg⟩ := h
  obtain ⟨i₀, _⟩ := B.exists_weight_pos
  have hW0 : 0 ≤ W := (abs_nonneg _).trans (hW i₀)
  obtain ⟨hl, hu⟩ := B.response_bounds hW hT
  have hχ : 0 < B.response T := lt_of_lt_of_le (by positivity) hl
  -- the gap equation forces a repulsive interaction
  have hU : 0 < U := by
    by_contra hn
    nlinarith [mul_nonneg (neg_nonneg.2 (not_lt.1 hn)) hχ.le]
  rw [div_le_iff₀ (by positivity)] at hl
  rw [le_div_iff₀ (by positivity)] at hu
  have h1 := mul_le_mul_of_nonneg_left hl hU.le
  have h2 := mul_le_mul_of_nonneg_left hu hU.le
  rw [← mul_assoc, ← hg] at h1 h2
  constructor <;> linarith
```

**Q.** The main theorem assumes a solution for every $U>U_0$. Might that assumption be empty?

**A.** No: every finite band has exactly one solution for each $U>2W$, so $U_0=2W$ always works. The lower end of the window, $a=U/4-W/2$, is then positive. The bounds give $\chi(a)\ge 1/U$ and $\chi(U/4)\le 1/U$. Since $\chi$ is continuous for $T>0$, it equals $1/U$ somewhere between, and strict decrease makes that point unique. In the code, `hlevel` and `hcont` establish continuity, `intermediate_value_Icc'` finds the temperature, and `injOn` gives uniqueness.

```lean
/-- If all energies lie in `[-W, W]` and `U > 2W`, there is exactly one mean-field ordering
temperature. -/
theorem Band.existsUnique_orderingTemperature (B : Band ι) {W U : ℝ}
    (hW : ∀ i, |B.energy i| ≤ W) (hU : 2 * W < U) :
    ∃! T, B.IsOrderingTemperature U T := by
  obtain ⟨i₀, _⟩ := B.exists_weight_pos
  have hW0 : 0 ≤ W := (abs_nonneg _).trans (hW i₀)
  have hU0 : 0 < U := by linarith
  have hlevel : ∀ e : ℝ,
      ContinuousOn (fun T : ℝ => thermalFactor (e / (2 * T))) (Set.Ioi 0) := by
    intro e
    by_cases he : e = 0
    · have hconst : (fun T : ℝ => thermalFactor (e / (2 * T))) = fun _ => thermalFactor 0 := by
        funext T
        rw [he, zero_div]
      rw [hconst]
      exact continuousOn_const
    · have hne : ∀ T ∈ Set.Ioi (0 : ℝ), 2 * T ≠ 0 := fun T hT =>
        mul_ne_zero two_ne_zero (ne_of_gt hT)
      have hx : ContinuousOn (fun T : ℝ => e / (2 * T)) (Set.Ioi 0) :=
        continuousOn_const.div (by fun_prop) hne
      exact (((Real.continuous_sinh.comp_continuousOn hx).div
        (Real.continuous_cosh.comp_continuousOn hx) (fun T _ => (Real.cosh_pos _).ne')).div hx
        (fun T hT => div_ne_zero he (hne T hT))).congr
        (fun T hT => thermalFactor_of_ne (div_ne_zero he (hne T hT)))
  have hcont : ContinuousOn B.response (Set.Ioi 0) :=
    (continuousOn_finsetSum _ fun i _ => continuousOn_const.mul (hlevel (B.energy i))).div
      (by fun_prop) (fun T hT => mul_ne_zero four_ne_zero (ne_of_gt hT))
  -- intermediate value theorem on the window `[U/4 - W/2, U/4]`
  have ha : 0 < U / 4 - W / 2 := by linarith
  have hlo := (B.response_bounds hW ha).1
  have hhi := (B.response_bounds hW (show 0 < U / 4 by positivity)).2
  rw [show 4 * (U / 4 - W / 2) + 2 * W = U by ring] at hlo
  rw [show 4 * (U / 4) = U by ring] at hhi
  obtain ⟨T, hT, hTU⟩ := intermediate_value_Icc' (show U / 4 - W / 2 ≤ U / 4 by linarith)
    (hcont.mono fun x hx => lt_of_lt_of_le ha hx.1) ⟨hhi, hlo⟩
  have hTpos : 0 < T := lt_of_lt_of_le ha hT.1
  refine ⟨T, ⟨hTpos, ?_⟩, ?_⟩
  · rw [hTU, mul_one_div_cancel hU0.ne']
  · rintro S ⟨hS, hgS⟩
    apply B.response_strictAntiOn.injOn hS hTpos
    rw [hTU, eq_div_iff hU0.ne', mul_comm]
    exact hgS.symm
```

**Q.** Now the main statement, in words.

**A.** Fix a band and a function `T` such that `T U` is an ordering temperature for every $U>U_0$. Then:

- $T$ is strictly increasing on $(U_0,\infty)$, written `StrictMonoOn T (Set.Ioi U₀)`.
- $T(U)\le U/4$ there.
- $T(U)/U\to1/4$ as $U\to\infty$.
- $T(U)/(zt^2/U)\to+\infty$ for all real $z>0$ and $t\ne0$.

For the first, let $U<V$ and suppose $T(V)\le T(U)$. Then $\chi(T(U))\le\chi(T(V))$, so $1=U\chi(T(U))\le U\chi(T(V))<V\chi(T(V))=1$, a contradiction. The second is the upper edge of the window. Dividing the window by $U$ gives $1/4-W/(2U)\le T/U\le 1/4$, and squeezing yields the limit. Finally,

$$\frac{T}{zt^2/U}=\frac TU\cdot\frac{U^2}{zt^2},$$

a factor tending to $1/4$ times one that diverges. The Lean proof takes $W=\sum_j|e_j|$ and follows these steps.

```lean
/-- If `T(U)` is a mean-field ordering temperature for every `U > U₀`, then on that range `T` is
strictly increasing and at most `U/4`. As `U → ∞`, `T/U` tends to `1/4` and, for all `z > 0` and `t
≠ 0`, the ratio of `T` to `z t² / U` tends to `+∞`. -/
theorem Band.orderingTemperature_strong_coupling (B : Band ι) {U₀ : ℝ} {T : ℝ → ℝ}
    (hT : ∀ U, U₀ < U → B.IsOrderingTemperature U (T U)) :
    StrictMonoOn T (Set.Ioi U₀) ∧ (∀ U, U₀ < U → T U ≤ U / 4) ∧
      Tendsto (fun U => T U / U) atTop (𝓝 (1 / 4)) ∧
      ∀ z t : ℝ, 0 < z → t ≠ 0 → Tendsto (fun U => T U / (z * t ^ 2 / U)) atTop atTop := by
  obtain ⟨W, hW⟩ : ∃ W, ∀ i, |B.energy i| ≤ W :=
    ⟨∑ j, |B.energy j|, fun i => Finset.single_le_sum (f := fun j => |B.energy j|)
      (fun j _ => abs_nonneg _) (Finset.mem_univ i)⟩
  have hwin := fun U hU => B.orderingTemperature_window hW (hT U hU)
  have hpos : ∀ U, U₀ < U → 0 < U := fun U hU => by linarith [(hT U hU).1, (hwin U hU).2]
  have hlim : Tendsto (fun U => T U / U) atTop (𝓝 (1 / 4)) := by
    have hlow := (tendsto_const_nhds (x := (1 / 4 : ℝ))).sub
      ((tendsto_const_nhds (x := W / 2)).div_atTop
        (tendsto_id : Tendsto id (atTop : Filter ℝ) atTop))
    rw [sub_zero] at hlow
    refine tendsto_of_tendsto_of_tendsto_of_le_of_le' hlow tendsto_const_nhds ?_ ?_
    · filter_upwards [eventually_gt_atTop U₀] with U hU
      change 1 / 4 - W / 2 / U ≤ T U / U
      rw [le_div_iff₀ (hpos U hU), sub_mul, div_mul_cancel₀ _ (hpos U hU).ne']
      linarith [(hwin U hU).1]
    · filter_upwards [eventually_gt_atTop U₀] with U hU
      rw [div_le_iff₀ (hpos U hU)]
      linarith [(hwin U hU).2]
  refine ⟨?_, fun U hU => (hwin U hU).2, hlim, ?_⟩
  · -- a larger repulsion needs a smaller response, hence a higher temperature
    intro U hU V hV hUV
    by_contra hn
    have hle := B.response_strictAntiOn.antitoneOn (hT V hV).1 (hT U hU).1 (not_lt.1 hn)
    have hgU := (hT U hU).2
    have hgV := (hT V hV).2
    have hχ : 0 < B.response (T V) :=
      (mul_pos_iff_of_pos_left (hpos V hV)).1 (by rw [← hgV]; exact one_pos)
    have h1 := mul_le_mul_of_nonneg_left hle (hpos U hU).le
    have h2 := mul_lt_mul_of_pos_right hUV hχ
    linarith
  · intro z t hz ht
    have hc : 0 < z * t ^ 2 := by positivity
    have hsq : Tendsto (fun U : ℝ => U ^ 2 / (z * t ^ 2)) atTop atTop :=
      (tendsto_pow_atTop two_ne_zero).atTop_div_const hc
    refine (hlim.pos_mul_atTop (by norm_num) hsq).congr' ?_
    filter_upwards [eventually_gt_atTop U₀] with U hU
    have hU' : U ≠ 0 := (hpos U hU).ne'
    field_simp

end

end HubbardMeanFieldTemperature
```

```lean
#print axioms HubbardMeanFieldTemperature.Band.existsUnique_orderingTemperature
#print axioms HubbardMeanFieldTemperature.Band.orderingTemperature_strong_coupling
```

```
'HubbardMeanFieldTemperature.Band.existsUnique_orderingTemperature' depends on axioms: [propext, Classical.choice, Quot.sound]
'HubbardMeanFieldTemperature.Band.orderingTemperature_strong_coupling' depends on axioms: [propext, Classical.choice, Quot.sound]
```

**Q.** Is $zt^2/U$ really the spin-ordering scale? Nothing ties $t$ to the band.

**A.** Correct, in the theorem $z$ and $t$ are free numbers. Physically, $z$ is the coordination number and $t$ the hopping. Superexchange gives $J=4t^2/U$, and the mean-field Néel temperature of the spin-1/2 Heisenberg model is $zJ/4=zt^2/U$. That identification is physics brought in from outside. With it, the result bears on static mean-field calculations of staggered order in the half-filled, perfectly nested Hubbard model: with the band held fixed, their transition temperature rises with $U$ at large $U$, while the superexchange scale falls.

**Q.** Show me numbers.

**A.** Take a dimer with $t=1$ and $z=1$: levels $\pm1$, each of weight $1/2$, so $W=1$. A real dimer has no phase transition; it serves here only to illustrate the mean-field equation. The gap equation becomes $\tanh(1/2T)=2/U$, which for $U>2$ gives

$$T=\frac{1}{\ln\frac{U+2}{U-2}}.$$

| $U$ | $T$ | window | $T/U$ | $T/(zt^2/U)$ |
|---|---|---|---|---|
| 4 | $1/\ln 3\approx0.910$ | $[0.5,\,1]$ | 0.228 | 3.64 |
| 8 | $1/\ln(5/3)\approx1.958$ | $[1.5,\,2]$ | 0.245 | 15.7 |

Doubling $U$ slightly more than doubles $T$, and the ratio to the superexchange scale grows by a factor of about 4.3.
